# For a continuous energy on a closed interval, the double Legendre transform is the least two-phase mixture energy

## A barrier that disappears

Take the double-well energy f(u) = (u² − 1)² for an order parameter u in [−2, 2]. Add a linear field term pu, minimise over u to get G(p), then try to recover the energy at u = 0 as the supremum of G(p) over p. The answer is 0, although f(0) = 1. Anyone who reads this number as the energy of the uniform state loses the barrier.

The 0 is the energy of a half-and-half mixture of the phases u = −1 and u = 1. The same identification holds for every continuous f on a closed interval.

It bears on calculations that scan a field across a first-order transition. For a single order parameter with a given continuous f, suppose that the scan finds the global minimum G(p) at every field and does not stay in a metastable phase. The transform back from G then yields mixture energies, which may lie below f.

## Fields and mixtures

Let f be continuous on [a, b] and let v lie in [a, b]; a = b is allowed. For real p put

G(p) = min over u in [a, b] of f(u) + pu.

Many textbooks write f(u) − hu, so p = −h. A mixture has phases x, y in [a, b] and a weight w in [0, 1] on x, with

wx + (1 − w)y = v,  energy wf(x) + (1 − w)f(y).

Let m be the least such energy. Then

sup over real p of [G(p) − pv] = m.

Identifying m with the energy of a real phase-separated sample takes further physical assumptions, among them that the energy of the interface between the phases is negligible.

## Bounds from both sides

**Existence.** The minimum G(p) exists because a continuous function on [a, b] attains one. The allowed triples (x, y, w) form a compact set containing (v, v, 1), and the mixture energy is continuous on it, so m exists too.

**Upper bound.** By definition G(p) ≤ f(x) + px and G(p) ≤ f(y) + py. Weighting these by w and 1 − w and adding gives

G(p) − pv ≤ wf(x) + (1 − w)f(y).

Hence G(p) − pv ≤ m for every p.

**Interior v.** Let x < v < y and w = (y − v)/(y − x), which gives mean v. Multiplying m ≤ wf(x) + (1 − w)f(y) by y − x gives

(y − x)m ≤ (y − v)f(x) + (v − x)f(y).

Since y − x = (y − v) + (v − x), this rearranges to

(m − f(y))/(y − v) ≤ (f(x) − m)/(v − x).

Let p be the supremum of the left side over y in (v, b]. It is finite, because x = a bounds it, and it lies below every right side. So

m ≤ f(u) + p(u − v) for all u in [a, b],

where u = v uses the pure state, m ≤ f(v). Minimising over u gives m ≤ G(p) − pv, and this p attains the supremum.

**Endpoint v.** Given ε > 0, choose δ > 0 such that |f(u) − f(v)| < ε when |u − v| < δ. Let μ be the minimum of f and k = (f(v) − μ)/δ ≥ 0. Then

f(v) − ε ≤ f(u) + k|u − v|.

Within δ of v this is continuity; further away, k|u − v| ≥ f(v) − μ and f(u) ≥ μ. Take p = k at v = a and p = −k at v = b, so that k|u − v| = p(u − v). With m ≤ f(v) this gives m − ε ≤ G(p) − pv. As ε is arbitrary, the supremum is m.

**Coexistence.** Let a < v < b, let x, y be the phases of an optimal mixture with 0 < w < 1, and let p attain the supremum. Then

w[f(x) + px − G(p)] + (1 − w)[f(y) + py − G(p)] = 0.

Both brackets are nonnegative, so both vanish: the two phases minimise the energy in one common field. If x and y are distinct points inside (a, b) and f is differentiable at both, this is the common-tangent construction; the argument itself needs no derivative.

## Where continuity and interior position matter

Let f(0) = 1 and f(u) = 0 for 0 < u ≤ 1, and take v = 0. Every mixture of mean 0 has energy 1. Reading G as an infimum, G(p) = min(0, p), whose supremum is 0. The equality fails because f(0) lies above the limit of the nearby values, that is, f is not lower semicontinuous at 0.

For f(u) = −√u on [0, 1] and v = 0, the equality holds but no field attains it. The least mixture energy is 0. With t = 1/(1 + |p|), the choice u = t² gives energy −t(1 − pt) < 0, so G(p) < 0 for every p.

## The statement in Lean

`fieldEnergy f a b p` is G(p), written as an infimum; `fieldEnergy_isLeast` shows that it is an attained minimum. `mixtureEnergies f a b v` is the set of mixture energies. The function `f` is defined on all of ℝ, but `ContinuousOn f (Icc a b)` constrains it only on the interval.

`double_legendre_eq_mixture` provides one number `m` that is both the least element of the mixture energies (`IsLeast`) and the least upper bound of G(p) − pv over real p (`IsLUB`). It treats one v at a time and says nothing about convexity in v. The energy `f` is given, not derived from a microscopic model.

```lean
import Mathlib

open Set

namespace PhaseMixtureDuality

noncomputable section

/-- The energy `G(p)` in a field `p`: the infimum of `f u + p * u` over order parameters `u`
in `[a, b]`. -/
def fieldEnergy (f : ℝ → ℝ) (a b p : ℝ) : ℝ :=
  sInf ((fun u => f u + p * u) '' Icc a b)

/-- The energies `w f(x) + (1 - w) f(y)` of all mixtures of two phases `x, y` in `[a, b]`
whose mean order parameter is `v`. -/
def mixtureEnergies (f : ℝ → ℝ) (a b v : ℝ) : Set ℝ :=
  {e | ∃ x ∈ Icc a b, ∃ y ∈ Icc a b, ∃ w ∈ Icc (0 : ℝ) 1,
    w * x + (1 - w) * y = v ∧ e = w * f x + (1 - w) * f y}

variable {f : ℝ → ℝ} {a b v : ℝ}

/-- For `f` continuous on a nonempty interval `[a, b]`, the energy in a field is an attained
minimum. -/
theorem fieldEnergy_isLeast (hf : ContinuousOn f (Icc a b)) (hab : a ≤ b) (p : ℝ) :
    IsLeast ((fun u => f u + p * u) '' Icc a b) (fieldEnergy f a b p) := by
  have h : ContinuousOn (fun u => f u + p * u) (Icc a b) := by fun_prop
  exact (isCompact_Icc.image_of_continuousOn h).isLeast_sInf ((nonempty_Icc.2 hab).image _)

/-- For `f` continuous on `[a, b]` and `v` in `[a, b]`, some two-phase mixture of mean `v`
has the lowest energy. -/
theorem exists_optimal_mixture (hf : ContinuousOn f (Icc a b)) (hv : v ∈ Icc a b) :
    ∃ m, IsLeast (mixtureEnergies f a b v) m := by
  -- the admissible triples (x, y, w) form a compact set
  let K : Set (ℝ × ℝ × ℝ) := (Icc a b ×ˢ (Icc a b ×ˢ Icc (0 : ℝ) 1)) ∩
    {q | q.2.2 * q.1 + (1 - q.2.2) * q.2.1 = v}
  have hK : IsCompact K :=
    (isCompact_Icc.prod (isCompact_Icc.prod isCompact_Icc)).inter_right
      (isClosed_eq (by fun_prop) (by fun_prop))
  have h1 : ContinuousOn (fun q : ℝ × ℝ × ℝ => f q.1) K :=
    hf.comp continuous_fst.continuousOn (fun q hq => hq.1.1)
  have h2 : ContinuousOn (fun q : ℝ × ℝ × ℝ => f q.2.1) K :=
    hf.comp (continuous_fst.comp continuous_snd).continuousOn (fun q hq => hq.1.2.1)
  have h3 : ContinuousOn (fun q : ℝ × ℝ × ℝ => q.2.2) K :=
    (continuous_snd.comp continuous_snd).continuousOn
  have hF : ContinuousOn
      (fun q : ℝ × ℝ × ℝ => q.2.2 * f q.1 + (1 - q.2.2) * f q.2.1) K :=
    (h3.mul h1).add ((continuousOn_const.sub h3).mul h2)
  have hne : K.Nonempty :=
    ⟨(v, v, 1), ⟨hv, hv, ⟨zero_le_one, le_rfl⟩⟩, show 1 * v + (1 - 1) * v = v by ring⟩
  obtain ⟨q, hq, hmin⟩ := hK.exists_isMinOn hne hF
  refine ⟨q.2.2 * f q.1 + (1 - q.2.2) * f q.2.1,
    ⟨q.1, hq.1.1, q.2.1, hq.1.2.1, q.2.2, hq.1.2.2, hq.2, rfl⟩, ?_⟩
  rintro e ⟨x, hx, y, hy, w, hw, hmean, rfl⟩
  exact isMinOn_iff.1 hmin (x, y, w) ⟨⟨hx, hy, hw⟩, hmean⟩

/-- Weak duality: for `f` continuous on `[a, b]`, `G(p) - p v` never exceeds the energy of a
two-phase mixture of mean `v`. -/
theorem weak_duality (hf : ContinuousOn f (Icc a b)) (p : ℝ) {e : ℝ}
    (he : e ∈ mixtureEnergies f a b v) : fieldEnergy f a b p - p * v ≤ e := by
  obtain ⟨x, hx, y, hy, w, hw, hmean, rfl⟩ := he
  have hG := (fieldEnergy_isLeast hf (hx.1.trans hx.2) p).2
  have h1 : fieldEnergy f a b p ≤ f x + p * x := hG ⟨x, hx, rfl⟩
  have h2 : fieldEnergy f a b p ≤ f y + p * y := hG ⟨y, hy, rfl⟩
  have h3 := mul_le_mul_of_nonneg_left h1 hw.1
  have h4 := mul_le_mul_of_nonneg_left h2 (sub_nonneg.2 hw.2)
  rw [← hmean]
  linarith

/-- If no two-phase mixture of mean `v`, with `a < v < b`, has energy below `m`, then some
straight line through the point `(v, m)` lies nowhere above `f` on `[a, b]`. -/
theorem exists_supporting_line (hv : v ∈ Ioo a b) {m : ℝ}
    (hm : m ∈ lowerBounds (mixtureEnergies f a b v)) :
    ∃ p : ℝ, ∀ u ∈ Icc a b, m ≤ f u + p * (u - v) := by
  -- lower bounds on p from the right of v never exceed upper bounds on p from the left
  have key : ∀ x ∈ Ico a v, ∀ y ∈ Ioc v b,
      (m - f y) / (y - v) ≤ (f x - m) / (v - x) := by
    intro x hx y hy
    have hxv : 0 < v - x := sub_pos.2 hx.2
    have hvy : 0 < y - v := sub_pos.2 hy.1
    have hxy : 0 < y - x := by linarith
    obtain ⟨w, hw0, hw1, hw⟩ : ∃ w : ℝ, 0 ≤ w ∧ w ≤ 1 ∧ w * (y - x) = y - v :=
      ⟨(y - v) / (y - x), div_nonneg hvy.le hxy.le, (div_le_one hxy).2 (by linarith),
        div_mul_cancel₀ _ (ne_of_gt hxy)⟩
    have h : m ≤ w * f x + (1 - w) * f y :=
      hm ⟨x, ⟨hx.1, by linarith [hv.2]⟩, y, ⟨by linarith [hv.1], hy.2⟩, w, ⟨hw0, hw1⟩,
        by linear_combination -hw, rfl⟩
    have h' := mul_le_mul_of_nonneg_left h hxy.le
    have e : (y - x) * (w * f x + (1 - w) * f y) = (y - v) * f x + (v - x) * f y := by
      linear_combination (f x - f y) * hw
    rw [e] at h'
    rw [div_le_div_iff₀ hvy hxv]
    linarith
  let S : Set ℝ := (fun y => (m - f y) / (y - v)) '' Ioc v b
  have hne : S.Nonempty := ⟨_, b, ⟨hv.2, le_rfl⟩, rfl⟩
  have hbdd : BddAbove S := by
    refine ⟨(f a - m) / (v - a), ?_⟩
    rintro _ ⟨y, hy, rfl⟩
    exact key a ⟨le_rfl, hv.1⟩ y hy
  refine ⟨sSup S, fun u hu => ?_⟩
  rcases lt_trichotomy u v with h | h | h
  · have h1 : sSup S ≤ (f u - m) / (v - u) := by
      apply csSup_le hne
      rintro _ ⟨y, hy, rfl⟩
      exact key u ⟨hu.1, h⟩ y hy
    rw [le_div_iff₀ (sub_pos.2 h)] at h1
    linarith
  · have h1 : m ≤ 1 * f u + (1 - 1) * f u :=
      hm ⟨u, hu, u, hu, 1, ⟨zero_le_one, le_rfl⟩, by rw [h]; ring, rfl⟩
    rw [h] at h1 ⊢
    linarith
  · have h1 : (m - f u) / (u - v) ≤ sSup S := le_csSup hbdd ⟨u, ⟨h, hu.2⟩, rfl⟩
    rw [div_le_iff₀ (sub_pos.2 h)] at h1
    linarith

/-- For `f` continuous on `[a, b]` and `v` in `[a, b]`, a steep enough wedge with its tip any
`ε > 0` below `f v` lies nowhere above `f` on `[a, b]`. -/
theorem exists_wedge (hf : ContinuousOn f (Icc a b)) (hv : v ∈ Icc a b) {ε : ℝ}
    (hε : 0 < ε) : ∃ k : ℝ, ∀ u ∈ Icc a b, f v - ε ≤ f u + k * |u - v| := by
  obtain ⟨δ, hδ, hclose⟩ := Metric.continuousOn_iff.1 hf v hv ε hε
  obtain ⟨z, hz, hmin⟩ := isCompact_Icc.exists_isMinOn ⟨v, hv⟩ hf
  have hzmin := isMinOn_iff.1 hmin
  have hk : 0 ≤ (f v - f z) / δ := div_nonneg (sub_nonneg.2 (hzmin v hv)) hδ.le
  refine ⟨(f v - f z) / δ, fun u hu => ?_⟩
  rcases lt_or_ge |u - v| δ with h | h
  · have h1 := hclose u hu (by rw [Real.dist_eq]; exact h)
    rw [Real.dist_eq] at h1
    have h2 := (abs_lt.1 h1).1
    have h3 := mul_nonneg hk (abs_nonneg (u - v))
    linarith
  · have h1 := mul_le_mul_of_nonneg_left h hk
    rw [div_mul_cancel₀ _ (ne_of_gt hδ)] at h1
    have h2 := hzmin u hu
    linarith

/-- Double Legendre transform as phase mixing: for `f` continuous on `[a, b]` and `v` in
`[a, b]`, the supremum of `G(p) - p v` over all real fields `p` equals the minimum energy of
two-phase mixtures of mean `v`. -/
theorem double_legendre_eq_mixture (hf : ContinuousOn f (Icc a b)) (hv : v ∈ Icc a b) :
    ∃ m, IsLeast (mixtureEnergies f a b v) m ∧
      IsLUB (range fun p : ℝ => fieldEnergy f a b p - p * v) m := by
  obtain ⟨m, hm⟩ := exists_optimal_mixture hf hv
  refine ⟨m, hm, ?_, ?_⟩
  · rintro _ ⟨p, rfl⟩
    exact weak_duality hf p hm.1
  · intro B hB
    apply le_of_forall_pos_le_add
    intro ε hε
    have hpure : m ≤ 1 * f v + (1 - 1) * f v :=
      hm.2 ⟨v, hv, v, hv, 1, ⟨zero_le_one, le_rfl⟩, by ring, rfl⟩
    -- a line below f that passes within ε of the optimal mixture energy
    have hline : ∃ p : ℝ, ∀ u ∈ Icc a b, m - ε ≤ f u + p * (u - v) := by
      obtain ⟨k, hk⟩ := exists_wedge hf hv hε
      rcases eq_or_lt_of_le hv.1 with ha | ha
      · refine ⟨k, fun u hu => ?_⟩
        have h := hk u hu
        rw [abs_of_nonneg (by linarith [hu.1])] at h
        linarith
      rcases eq_or_lt_of_le hv.2 with hb | hb
      · refine ⟨-k, fun u hu => ?_⟩
        have h := hk u hu
        rw [abs_of_nonpos (by linarith [hu.2])] at h
        linarith
      · obtain ⟨p, hp⟩ := exists_supporting_line ⟨ha, hb⟩ hm.2
        exact ⟨p, fun u hu => by linarith [hp u hu]⟩
    obtain ⟨p, hp⟩ := hline
    obtain ⟨u, hu, hGu⟩ := (fieldEnergy_isLeast hf (hv.1.trans hv.2) p).1
    have hGu' : f u + p * u = fieldEnergy f a b p := hGu
    have h1 : fieldEnergy f a b p - p * v ≤ B := hB ⟨p, rfl⟩
    linarith [hp u hu]

/-- For `f` continuous on `[a, b]` and `a < v < b`, there is a field `p` for which `G(p) - p v` is
the minimum energy of two-phase mixtures of mean `v`. -/
theorem exists_optimal_field (hf : ContinuousOn f (Icc a b)) (hv : v ∈ Ioo a b) :
    ∃ p : ℝ, IsLeast (mixtureEnergies f a b v) (fieldEnergy f a b p - p * v) := by
  obtain ⟨m, hm⟩ := exists_optimal_mixture hf ⟨hv.1.le, hv.2.le⟩
  obtain ⟨p, hp⟩ := exists_supporting_line hv hm.2
  obtain ⟨u, hu, hGu⟩ := (fieldEnergy_isLeast hf (hv.1.trans hv.2).le p).1
  have hGu' : f u + p * u = fieldEnergy f a b p := hGu
  have h : fieldEnergy f a b p - p * v = m :=
    le_antisymm (weak_duality hf p hm.1) (by linarith [hp u hu])
  exact ⟨p, by rw [h]; exact hm⟩

/-- Phase coexistence: for `f` continuous on `[a, b]` and `a < v < b`, the two phases of a
lowest-energy mixture of mean `v` with positive weights both minimise `f u + p * u` over `[a, b]` at
one common field `p`. -/
theorem phase_coexistence (hf : ContinuousOn f (Icc a b)) (hv : v ∈ Ioo a b) {x y w : ℝ}
    (hx : x ∈ Icc a b) (hy : y ∈ Icc a b) (hw : w ∈ Ioo (0 : ℝ) 1)
    (hmean : w * x + (1 - w) * y = v)
    (hopt : IsLeast (mixtureEnergies f a b v) (w * f x + (1 - w) * f y)) :
    ∃ p : ℝ, f x + p * x = fieldEnergy f a b p ∧ f y + p * y = fieldEnergy f a b p := by
  obtain ⟨p, hp⟩ := exists_optimal_field hf hv
  have heq := hopt.unique hp
  have hG := (fieldEnergy_isLeast hf (hv.1.trans hv.2).le p).2
  have h1 : fieldEnergy f a b p ≤ f x + p * x := hG ⟨x, hx, rfl⟩
  have h2 : fieldEnergy f a b p ≤ f y + p * y := hG ⟨y, hy, rfl⟩
  have hw' : 0 < 1 - w := sub_pos.2 hw.2
  -- the weighted excess energies add up to zero, so each vanishes
  have hsum : w * (f x + p * x) + (1 - w) * (f y + p * y) = fieldEnergy f a b p := by
    linear_combination heq + p * hmean
  have h3 := mul_le_mul_of_nonneg_left h1 hw.1.le
  have h4 := mul_le_mul_of_nonneg_left h2 hw'.le
  exact ⟨p, le_antisymm (le_of_mul_le_mul_left (by linarith) hw.1) h1,
    le_antisymm (le_of_mul_le_mul_left (by linarith) hw') h2⟩

/-- For `f u = -√u` on `[0, 1]` and `v = 0`, the minimum mixture energy is `0`, but
`G(p) - p v` is strictly below it for every field `p`. -/
theorem endpoint_not_attained :
    IsLeast (mixtureEnergies (fun u => -√u) 0 1 0) 0 ∧
      ∀ p : ℝ, fieldEnergy (fun u => -√u) 0 1 p - p * 0 < 0 := by
  constructor
  · refine ⟨⟨0, ⟨le_rfl, zero_le_one⟩, 0, ⟨le_rfl, zero_le_one⟩, 1,
      ⟨zero_le_one, le_rfl⟩, by ring, by simp⟩, ?_⟩
    rintro e ⟨x, hx, y, hy, w, hw, hmean, rfl⟩
    have hwx := mul_nonneg hw.1 hx.1
    have hwy := mul_nonneg (sub_nonneg.2 hw.2) hy.1
    have h1 : w * x = 0 := by linarith
    have h2 : (1 - w) * y = 0 := by linarith
    have h3 : w * √x = 0 := by
      rcases mul_eq_zero.1 h1 with h | h
      · rw [h, zero_mul]
      · rw [h, Real.sqrt_zero, mul_zero]
    have h4 : (1 - w) * √y = 0 := by
      rcases mul_eq_zero.1 h2 with h | h
      · rw [h, zero_mul]
      · rw [h, Real.sqrt_zero, mul_zero]
    show 0 ≤ w * -√x + (1 - w) * -√y
    linarith
  · intro p
    have hf : ContinuousOn (fun u : ℝ => -√u) (Icc 0 1) :=
      Real.continuous_sqrt.neg.continuousOn
    -- test the order parameter t² with t = 1 / (1 + |p|)
    have hd : 0 < 1 + |p| := by positivity
    obtain ⟨t, ht, htd⟩ : ∃ t : ℝ, 0 < t ∧ t * (1 + |p|) = 1 :=
      ⟨1 / (1 + |p|), by positivity, div_mul_cancel₀ _ (ne_of_gt hd)⟩
    have htp : 0 ≤ t * |p| := by positivity
    have ht1 : t ≤ 1 := by linarith
    have hpt : t * p < 1 := by
      have h := mul_le_mul_of_nonneg_left (le_abs_self p) ht.le
      linarith
    have h : fieldEnergy (fun u => -√u) 0 1 p ≤ -√(t ^ 2) + p * t ^ 2 :=
      (fieldEnergy_isLeast hf zero_le_one p).2
        ⟨t ^ 2, ⟨sq_nonneg t, pow_le_one₀ ht.le ht1⟩, rfl⟩
    rw [Real.sqrt_sq ht.le] at h
    have h5 := mul_pos ht (sub_pos.2 hpt)
    linarith

end

end PhaseMixtureDuality
```

```lean
#print axioms PhaseMixtureDuality.double_legendre_eq_mixture
#print axioms PhaseMixtureDuality.phase_coexistence
#print axioms PhaseMixtureDuality.endpoint_not_attained
```

```
'PhaseMixtureDuality.double_legendre_eq_mixture' depends on axioms: [propext, Classical.choice, Quot.sound]
'PhaseMixtureDuality.phase_coexistence' depends on axioms: [propext, Classical.choice, Quot.sound]
'PhaseMixtureDuality.endpoint_not_attained' depends on axioms: [propext, Classical.choice, Quot.sound]
```

## From the inequalities to the Lean proof

`exists_optimal_mixture` builds the compact set `K` of triples and minimises over it. `weak_duality` multiplies the two bounds by their weights, and `linarith` adds them.

In `exists_supporting_line`, `key` is the inequality between quotients, and `sSup S` is the chosen p; the line itself has slope −p. The split by `lt_trichotomy` treats u left of, at and right of v. This lemma needs no continuity, only that v is interior and m is a lower bound.

`exists_wedge` is the ε–δ estimate. The main theorem splits v into left endpoint, right endpoint and interior, obtains a line within ε in each case, and evaluates it at a minimiser of f(u) + pu. `le_of_forall_pos_le_add` then removes ε.

`exists_optimal_field` combines the supporting line with weak duality. In `phase_coexistence`, `hopt.unique hp` equates the two expressions for the least energy, and `hsum` says that the weighted excesses add to zero. `endpoint_not_attained` formalises the square-root example: mean 0 forces both wx and (1 − w)y to vanish, so every mixture energy is 0, and the test point t² handles each field.
